# Real symmetric n × n tensors are related by an orthogonal change of frame exactly when their power traces of orders 1 to n agree

Two real symmetric tensors, such as the symmetric parts of two chemical-shift tensors, can be tested for whether they differ only by an orthogonal change of frame, proper or improper. The test uses only the traces of powers, so the two frames need not be known.

In Lean 4 with Mathlib:

```lean
import Mathlib

open Matrix

namespace TensorInvariants

/-- The tensor `B` is the tensor `A` seen in another orthonormal frame: `B = R A Rᵀ` with
`R` a real orthogonal matrix, proper or improper. -/
def Reoriented {n : ℕ} (A B : Matrix (Fin n) (Fin n) ℝ) : Prop :=
  ∃ R : Matrix (Fin n) (Fin n) ℝ, R * Rᵀ = 1 ∧ B = R * A * Rᵀ

/-- The trace of every power of a tensor is unchanged by an orthogonal change of frame. -/
theorem trace_pow_invariant {n : ℕ} {R : Matrix (Fin n) (Fin n) ℝ} (hR : R * Rᵀ = 1)
    (A : Matrix (Fin n) (Fin n) ℝ) (k : ℕ) :
    trace ((R * A * Rᵀ) ^ k) = trace (A ^ k) := by
  have hR' : Rᵀ * R = 1 := mul_eq_one_comm.mp hR
  -- the inner factors `Rᵀ R` cancel in each power
  have hp : (R * A * Rᵀ) ^ k = R * A ^ k * Rᵀ := by
    induction k with
    | zero => simp [hR]
    | succ k ih =>
      rw [pow_succ (R * A * Rᵀ), ih, pow_succ A]
      calc R * A ^ k * Rᵀ * (R * A * Rᵀ) = R * A ^ k * (Rᵀ * R) * A * Rᵀ := by
            simp only [Matrix.mul_assoc]
        _ = R * (A ^ k * A) * Rᵀ := by
            rw [hR', Matrix.mul_one]
            simp only [Matrix.mul_assoc]
  rw [hp, Matrix.trace_mul_comm, ← Matrix.mul_assoc, hR', Matrix.one_mul]

/-- A real symmetric tensor has a principal-axis frame: it is `U diag(d) Uᵀ` with `U`
orthogonal and `d` the list of principal values. -/
theorem principal_axes {n : ℕ} {A : Matrix (Fin n) (Fin n) ℝ} (hA : A.IsSymm) :
    ∃ (U : Matrix (Fin n) (Fin n) ℝ) (d : Fin n → ℝ),
      U * Uᵀ = 1 ∧ A = U * diagonal d * Uᵀ := by
  have hH : A.IsHermitian := by
    rw [Matrix.IsHermitian, Matrix.conjTranspose_eq_transpose_of_trivial]
    exact hA
  refine ⟨hH.eigenvectorUnitary, hH.eigenvalues, ?_, ?_⟩
  · have h := Matrix.mem_unitaryGroup_iff.mp hH.eigenvectorUnitary.2
    rwa [Matrix.star_eq_conjTranspose, Matrix.conjTranspose_eq_transpose_of_trivial] at h
  · simpa [Unitary.conjStarAlgAut_apply, Matrix.star_eq_conjTranspose,
      Matrix.conjTranspose_eq_transpose_of_trivial, Function.comp_def] using hH.spectral_theorem

/-- If two lists of `n` real numbers have equal power sums of orders `1` to `n`, then their
elementary symmetric polynomials of orders up to `n` are equal. -/
theorem esymm_eq_of_power_sums {n : ℕ} {a b : Fin n → ℝ}
    (h : ∀ k, 1 ≤ k → k ≤ n → ∑ i, a i ^ k = ∑ i, b i ^ k) (k : ℕ) (hk : k ≤ n) :
    MvPolynomial.aeval a (MvPolynomial.esymm (Fin n) ℝ k) =
      MvPolynomial.aeval b (MvPolynomial.esymm (Fin n) ℝ k) := by
  induction k using Nat.strong_induction_on with
  | _ k ih =>
    rcases Nat.eq_zero_or_pos k with rfl | hpos
    · simp
    have hps : ∀ j, 1 ≤ j → j ≤ n → MvPolynomial.aeval a (MvPolynomial.psum (Fin n) ℝ j) =
        MvPolynomial.aeval b (MvPolynomial.psum (Fin n) ℝ j) := by
      intro j h1 h2
      simp only [MvPolynomial.psum, map_sum, map_pow, MvPolynomial.aeval_X]
      exact h j h1 h2
    -- Newton's identity, evaluated on both lists
    have hN := MvPolynomial.mul_esymm_eq_sum (Fin n) ℝ k
    have ha := congrArg (fun p : MvPolynomial (Fin n) ℝ => MvPolynomial.aeval a p) hN
    have hb := congrArg (fun p : MvPolynomial (Fin n) ℝ => MvPolynomial.aeval b p) hN
    simp only [map_mul, map_natCast, map_pow, map_neg, map_one, map_sum] at ha hb
    refine mul_left_cancel₀ (Nat.cast_ne_zero.mpr hpos.ne' : (k : ℝ) ≠ 0) ?_
    rw [ha, hb]
    congr 1
    apply Finset.sum_congr rfl
    intro p hp
    have hf := Finset.mem_filter.mp hp
    have h1 : p.1 + p.2 = k ∧ p.1 < k :=       ⟨Finset.HasAntidiagonal.mem_antidiagonal.mp hf.1, hf.2⟩
    rw [ih p.1 h1.2 (by omega), hps p.2 (by omega) (by omega)]

/-- Two lists of `n` real numbers with equal power sums of orders `1` to `n` are the same up
to a permutation. -/
theorem perm_of_power_sums {n : ℕ} {a b : Fin n → ℝ}
    (h : ∀ k, 1 ≤ k → k ≤ n → ∑ i, a i ^ k = ∑ i, b i ^ k) :
    ∃ σ : Equiv.Perm (Fin n), ∀ i, b (σ i) = a i := by
  -- the monic polynomials with these roots agree
  have hp : ((Finset.univ.val.map a).map fun t => Polynomial.X - Polynomial.C t).prod =
      ((Finset.univ.val.map b).map fun t => Polynomial.X - Polynomial.C t).prod := by
    rw [Multiset.prod_X_sub_X_eq_sum_esymm, Multiset.prod_X_sub_X_eq_sum_esymm]
    simp only [Multiset.card_map]
    apply Finset.sum_congr rfl
    intro k hk
    have hk' : k < n + 1 := by simpa using hk
    have e := esymm_eq_of_power_sums h k (by omega)
    rw [MvPolynomial.aeval_esymm_eq_multiset_esymm,
      MvPolynomial.aeval_esymm_eq_multiset_esymm] at e
    rw [e]
  have hm := congrArg Polynomial.roots hp
  rw [Polynomial.roots_multiset_prod_X_sub_C, Polynomial.roots_multiset_prod_X_sub_C] at hm
  -- each value occurs equally often in both lists
  have hc : ∀ c, Fintype.card {i // a i = c} = Fintype.card {i // b i = c} := by
    intro c
    have h2 := congrArg (Multiset.count c) hm
    rw [Multiset.count_map, Multiset.count_map] at h2
    rw [Fintype.card_subtype, Fintype.card_subtype]
    simp only [Finset.card_def, Finset.filter_val, eq_comm (b := c)]
    convert h2
  exact ⟨Equiv.ofFiberEquiv (f := a) (g := b) fun c => Fintype.equivOfCardEq (hc c),
    fun i => Equiv.ofFiberEquiv_map _ i⟩

/-- Two real symmetric `n × n` tensors have equal traces of their powers `1` to `n` exactly
when an orthogonal change of frame carries one into the other. -/
theorem power_traces_complete {n : ℕ} {A B : Matrix (Fin n) (Fin n) ℝ}
    (hA : A.IsSymm) (hB : B.IsSymm) :
    (∀ k, 1 ≤ k → k ≤ n → trace (A ^ k) = trace (B ^ k)) ↔ Reoriented A B := by
  constructor
  · intro h
    obtain ⟨U, a, hU, hAd⟩ := principal_axes hA
    obtain ⟨V, b, hV, hBd⟩ := principal_axes hB
    have hs : ∀ k, 1 ≤ k → k ≤ n → ∑ i, a i ^ k = ∑ i, b i ^ k := by
      intro k h1 h2
      have h3 := h k h1 h2
      rw [hAd, hBd, trace_pow_invariant hU, trace_pow_invariant hV, Matrix.diagonal_pow,
        Matrix.diagonal_pow, Matrix.trace_diagonal, Matrix.trace_diagonal] at h3
      simpa only [Pi.pow_apply] using h3
    obtain ⟨σ, hσ⟩ := perm_of_power_sums hs
    -- relabel the principal axes of `A` so that its principal values are listed as in `B`
    obtain ⟨W, hW, hWA⟩ : ∃ W : Matrix (Fin n) (Fin n) ℝ,
        W * Wᵀ = 1 ∧ A = W * diagonal b * Wᵀ := by
      have hD : diagonal b = (diagonal a).submatrix σ.symm σ.symm := by
        rw [Matrix.submatrix_diagonal_equiv]
        congr 1
        funext i
        simpa using hσ (σ.symm i)
      refine ⟨U.submatrix id σ.symm, ?_, ?_⟩
      · rw [Matrix.transpose_submatrix, Matrix.submatrix_mul_equiv, hU, Matrix.submatrix_id_id]
      · rw [hD, Matrix.transpose_submatrix, Matrix.submatrix_mul_equiv,
          Matrix.submatrix_mul_equiv, Matrix.submatrix_id_id]
        exact hAd
    have hW' : Wᵀ * W = 1 := mul_eq_one_comm.mp hW
    refine ⟨V * Wᵀ, ?_, ?_⟩
    · calc V * Wᵀ * (V * Wᵀ)ᵀ = V * (Wᵀ * W) * Vᵀ := by
            simp only [Matrix.transpose_mul, Matrix.transpose_transpose, Matrix.mul_assoc]
        _ = 1 := by rw [hW', Matrix.mul_one, hV]
    · calc B = V * diagonal b * Vᵀ := hBd
        _ = V * (Wᵀ * W) * diagonal b * (Wᵀ * W) * Vᵀ := by
            rw [hW']
            simp only [Matrix.mul_one]
        _ = V * Wᵀ * A * (V * Wᵀ)ᵀ := by
            rw [hWA]
            simp only [Matrix.transpose_mul, Matrix.transpose_transpose, Matrix.mul_assoc]
  · rintro ⟨R, hR, rfl⟩ k _ _
    exact (trace_pow_invariant hR A k).symm

/-- For real symmetric tensors in three dimensions, equality of the traces of the first three
powers is equivalent to being related by a proper rotation. -/
theorem three_traces_iff_rotation {A B : Matrix (Fin 3) (Fin 3) ℝ}
    (hA : A.IsSymm) (hB : B.IsSymm) :
    (trace A = trace B ∧ trace (A ^ 2) = trace (B ^ 2) ∧ trace (A ^ 3) = trace (B ^ 3)) ↔
      ∃ R : Matrix (Fin 3) (Fin 3) ℝ, R * Rᵀ = 1 ∧ R.det = 1 ∧ B = R * A * Rᵀ := by
  constructor
  · rintro ⟨t1, t2, t3⟩
    obtain ⟨R, hR, hBR⟩ := (power_traces_complete hA hB).mp (by
      intro k h1 h2
      interval_cases k
      · simpa using t1
      · exact t2
      · exact t3)
    have hd := congrArg Matrix.det hR
    rw [Matrix.det_mul, Matrix.det_transpose, Matrix.det_one] at hd
    rcases mul_self_eq_one_iff.mp hd with h | h
    · exact ⟨R, hR, h, hBR⟩
    · -- an improper `R` is replaced by `-R`, which acts identically on the tensor
      refine ⟨-R, by simpa using hR, ?_, by simpa using hBR⟩
      rw [Matrix.det_neg, h]
      norm_num [Fintype.card_fin]
  · rintro ⟨R, hR, _, hBR⟩
    have h := (power_traces_complete hA hB).mpr ⟨R, hR, hBR⟩
    exact ⟨by simpa using h 1 (by norm_num) (by norm_num),
      h 2 (by norm_num) (by norm_num), h 3 (by norm_num) (by norm_num)⟩

/-- Two traces are not enough in three dimensions: the axial tensors `diag(1, 1, -2)` and
`diag(-1, -1, 2)` share the first two power traces but are not reorientations of each other. -/
theorem two_traces_insufficient :
    trace (diagonal (n := Fin 3) ![(1 : ℝ), 1, -2]) =
      trace (diagonal (n := Fin 3) ![(-1 : ℝ), -1, 2]) ∧
    trace (diagonal (n := Fin 3) ![(1 : ℝ), 1, -2] ^ 2) =
      trace (diagonal (n := Fin 3) ![(-1 : ℝ), -1, 2] ^ 2) ∧
    ¬ Reoriented (diagonal (n := Fin 3) ![(1 : ℝ), 1, -2])
      (diagonal (n := Fin 3) ![(-1 : ℝ), -1, 2]) := by
  refine ⟨?_, ?_, ?_⟩
  · simp [Matrix.trace_diagonal, Fin.sum_univ_three]
    norm_num
  · simp [Matrix.diagonal_pow, Matrix.trace_diagonal, Fin.sum_univ_three]
  · rintro ⟨R, hR, hB⟩
    -- the third power traces are `-6` and `6`
    have h := trace_pow_invariant hR (diagonal (n := Fin 3) ![(1 : ℝ), 1, -2]) 3
    rw [← hB, Matrix.diagonal_pow, Matrix.diagonal_pow, Matrix.trace_diagonal,
      Matrix.trace_diagonal] at h
    simp [Fin.sum_univ_three] at h
    norm_num at h

end TensorInvariants
```

```lean
#print axioms TensorInvariants.power_traces_complete
-- 'TensorInvariants.power_traces_complete' depends on axioms: [propext, Classical.choice, Quot.sound]
#print axioms TensorInvariants.three_traces_iff_rotation
-- 'TensorInvariants.three_traces_iff_rotation' depends on axioms: [propext, Classical.choice, Quot.sound]
#print axioms TensorInvariants.two_traces_insufficient
-- 'TensorInvariants.two_traces_insufficient' depends on axioms: [propext, Classical.choice, Quot.sound]
```

In `power_traces_complete`, $A$ and $B$ are real $n\times n$ matrices, the components of two tensors in orthonormal frames and in a common unit. If both are symmetric, then $\operatorname{tr}A^k=\operatorname{tr}B^k$ for all $1\le k\le n$ if and only if `Reoriented A B` holds, which means $B=RAR^T$ for some real $R$ with $RR^T=1$. The definition lets $R$ include a reflection, but for symmetric tensors in three dimensions `three_traces_iff_rotation` shows that a proper rotation, with $\det R=1$, can always be chosen instead.

The hypothesis `IsSymm` stands for a tensor with real principal values along perpendicular axes. A chemical-shift tensor can also have an antisymmetric part, which has to be removed first. Symmetry of only one matrix would not be enough: a short calculation outside the code shows that $\begin{pmatrix}0&1\\0&0\end{pmatrix}$ has the same power traces as the zero matrix, yet no change of frame turns one into the other.

For electronic structure calculations run in different molecular orientations, the result lets two symmetric $3\times3$ property tensors be compared through three numbers, one pair of tensors at a time and with exactly known components. The step to real data is the passage from exact to approximate equality: the theorem gives no bound on how close two tensors are when their traces nearly agree.

One direction is short. Suppose $B=RAR^T$. Since $R$ is square, $RR^T=1$ also gives $R^TR=1$, so the inner factors cancel in each power:

$$B^k=RA^kR^T,\qquad \operatorname{tr}B^k=\operatorname{tr}(A^kR^TR)=\operatorname{tr}A^k.$$

This is `trace_pow_invariant`, where the first equation is proved by induction on $k$ and the second uses the cyclic property of the trace.

For the other direction, `principal_axes` applies the spectral theorem to write

$$A=U\operatorname{diag}(a)U^T,\qquad B=V\operatorname{diag}(b)V^T,$$

with $U,V$ orthogonal and $a,b$ the lists of principal values. By the invariance just shown, the equal traces become equal power sums, $p_k(a)=p_k(b)$ for $1\le k\le n$, where $p_k(a)=\sum_i a_i^k$.

Let $e_k$ be the elementary symmetric polynomial of order $k$, the sum of all products of $k$ entries with different indices, with $e_0=1$. Newton's identity for $k\ge1$ reads

$$k\,e_k=(-1)^{k+1}\sum_{\substack{i+j=k\\ i<k}}(-1)^i e_i\,p_j .$$

The right-hand side contains only $e_i$ of lower order and power sums of orders 1 to $k$. If the lower $e_i$ agree for $a$ and $b$, division by $k$ shows that $e_k$ agrees too. This is the strong induction in `esymm_eq_of_power_sums`.

The $e_k$ fix the monic polynomial whose roots are the principal values:

$$\prod_i(x-a_i)=\sum_{k=0}^{n}(-1)^k e_k(a)\,x^{n-k}=\prod_i(x-b_i).$$

Equal polynomials have equal roots with equal multiplicities, so some permutation $\sigma$ satisfies $b_{\sigma(i)}=a_i$. In `perm_of_power_sums` the permutation is assembled from the fact that each value occurs equally often in both lists, which also handles degenerate principal values.

It remains to match the axes. Let $W$ be $U$ with its columns relabelled, $W_{ij}=U_{i,\sigma^{-1}(j)}$. Relabelling leaves the columns orthonormal, so $WW^T=W^TW=1$, and each axis keeps its own principal value, so $A=W\operatorname{diag}(b)W^T$. With $R=VW^T$,

$$RR^T=VW^TWV^T=1,$$
$$RAR^T=VW^TW\operatorname{diag}(b)W^TWV^T=V\operatorname{diag}(b)V^T=B.$$

The two `calc` blocks in `power_traces_complete` carry out these lines.

In three dimensions $RR^T=1$ gives $(\det R)^2=1$. If $\det R=-1$, then $-R$ has determinant $(-1)^3(-1)=1$ and acts identically on the tensor, because the two signs cancel in $RAR^T$.

The third trace is needed there. The axial tensors $\operatorname{diag}(1,1,-2)$ and $\operatorname{diag}(-1,-1,2)$ both have trace $0$, and their squares both have trace $6$, but their cubes have traces $-6$ and $6$. By `trace_pow_invariant` they are not reorientations of each other, as `two_traces_insufficient` states: the first two traces miss the sign of the anisotropy.
